# At fixed average electron number, the Mermin free energy of fixed levels rises at least quadratically away from Fermi–Dirac occupations

Take two levels of weight 1 at energies $-a$ and $a$, with chemical potential $\mu=0$ and temperature $T>0$ in energy units. Their Fermi–Dirac occupations are $f$ and $1-f$, where $\ln[f/(1-f)]=a/T$. Move an amount $x$ from the lower level to the upper, and let $p=f-x$ be what remains below. With $s(p)=-p\ln p-(1-p)\ln(1-p)$, the free energy is

$$F(x)=a(1-2p)-2Ts(p),\qquad F'(0)=0,\qquad F''(x)=\frac{2T}{p(1-p)}\ge 8T.$$

Energy and entropy cancel at first order, and the entropy's curvature gives $F(x)-F(0)\ge4Tx^2$.

For finitely many levels with energies $e_i$, weights $w_i$ and trial occupations $p_i$, set $F(p)=\sum_i w_i(e_ip_i-Ts(p_i))$, $N(p)=\sum_i w_ip_i$ and $f_i=1/(1+e^{(e_i-\mu)/T})$. Under the four hypotheses below,

$$F(p)-F(f)\ge 2T\sum_i w_i(p_i-f_i)^2.$$

The levels do not respond to the occupations, so this is a statement about non-interacting electrons, not Mermin's theorem for interacting ones. The electron number $N$ is an average: with exactly one electron in the two levels above, the equilibrium log-odds of the lower level would be $2a/T$ instead of $a/T$. In Lean, the finite type `ι` labels the levels (band, k-point and spin together), and `fermi`, `occEntropy`, `freeEnergy` and `electronNumber` are $f_i$, $s$, $F$ and $N$. In Lean `0 * log 0 = 0`, so empty and full levels have their correct zero entropy.

```lean
import Mathlib

open Real

namespace MerminFreeEnergy

noncomputable section

/-- The Fermi-Dirac occupation of a level of energy `e` at temperature `T` (in energy units)
and chemical potential `μ`. -/
def fermi (T μ e : ℝ) : ℝ := 1 / (1 + exp ((e - μ) / T))

/-- The entropy of a level with occupation `p`, in units of the Boltzmann constant. -/
def occEntropy (p : ℝ) : ℝ := -(p * log p + (1 - p) * log (1 - p))

/-- The relative entropy of occupation `p` with respect to occupation `q`. -/
def relEntropy (p q : ℝ) : ℝ :=
  p * (log p - log q) + (1 - p) * (log (1 - p) - log (1 - q))

variable {ι : Type*} [Fintype ι]

/-- The Mermin functional: band energy minus temperature times entropy, summed with
sampling weights `w`. -/
def freeEnergy (T : ℝ) (w e p : ι → ℝ) : ℝ :=
  ∑ i, w i * (e i * p i - T * occEntropy (p i))

/-- The weighted number of electrons for occupations `p`. -/
def electronNumber (w p : ι → ℝ) : ℝ := ∑ i, w i * p i
```

## Positive temperature makes the entropy a restoring force

Since $1-f_i=e^{(e_i-\mu)/T}/(1+e^{(e_i-\mu)/T})$, the occupations satisfy $T[\ln f_i-\ln(1-f_i)]=\mu-e_i$. Substituting this for $e_i-\mu$, each level contributes

$$(e_i-\mu)(p_i-f_i)-T[s(p_i)-s(f_i)]=T\,D(p_i|f_i),$$

$$D(p|q)=p\ln\frac pq+(1-p)\ln\frac{1-p}{1-q}.$$

`relEntropy` is $D$, and `fermi_logit` is the log-odds relation. `fermi_mem` keeps $f_i$ strictly between 0 and 1, so the logarithms of $f_i$ and $1-f_i$ are finite.

As $T\to0$ the guaranteed margin vanishes: electrons can move between degenerate levels at no cost. For negative $T$ the sign reverses and $f$ becomes a maximum.

```lean
/-- A Fermi-Dirac occupation lies strictly between zero and one. -/
theorem fermi_mem (T μ e : ℝ) : 0 < fermi T μ e ∧ fermi T μ e < 1 := by
  have hE := exp_pos ((e - μ) / T)
  constructor
  · unfold fermi
    positivity
  · rw [fermi, div_lt_one (by positivity)]
    linarith

/-- The log-odds of a Fermi-Dirac occupation, times the temperature, equal the chemical
potential minus the level energy. -/
theorem fermi_logit {T : ℝ} (hT : 0 < T) (μ e : ℝ) :
    T * (log (fermi T μ e) - log (1 - fermi T μ e)) = μ - e := by
  have hE : 0 < 1 + exp ((e - μ) / T) := by positivity
  have h1 : 1 - fermi T μ e = exp ((e - μ) / T) / (1 + exp ((e - μ) / T)) := by
    rw [fermi, eq_div_iff hE.ne', sub_mul, one_div, inv_mul_cancel₀ hE.ne']
    ring
  have hx : T * ((e - μ) / T) = e - μ := by field_simp
  rw [h1, fermi, log_div one_ne_zero hE.ne', log_div (exp_pos _).ne' hE.ne', log_one, log_exp]
  linear_combination -hx
```

## Occupations between 0 and 1 give the constant 2

The bounds $0\le p_i\le1$ express the Pauli principle for one spin-orbital. Without them $s(p_i)$ has no real value, so occupations outside this interval, which Methfessel–Paxton smearing can produce, are not covered.

By hand, fix $0<p<1$ and let $h(y)=-p\ln y-(1-p)\ln(1-y)-2(y-p)^2$. Then

$$h'(y)=(y-p)\left[\frac1{y(1-y)}-4\right].$$

The bracket is non-negative because $y(1-y)\le\tfrac14$, so $h$ is smallest at $y=p$. Hence $0\le h(q)-h(p)=D(p|q)-2(p-q)^2$.

`two_sq_le_relEntropy` applies the mean value theorem on either side of $p$, then reaches $p=0$ and $p=1$ by continuity.

For an upper bound, $\ln x\le x-1$ gives

$$D(p|q)\le\frac{p^2}{q}+\frac{(1-p)^2}{1-q}-1=\frac{(p-q)^2}{q(1-q)},$$

which is `relEntropy_le`.

```lean
/-- The relative entropy of an occupation with respect to a reference occupation strictly between
zero and one is at least twice their squared difference. -/
theorem two_sq_le_relEntropy {p q : ℝ} (hp0 : 0 ≤ p) (hp1 : p ≤ 1) (hq0 : 0 < q)
    (hq1 : q < 1) : 2 * (p - q) ^ 2 ≤ relEntropy p q := by
  -- partially filled levels: vary the reference occupation from `p` to `q`
  have interior : ∀ p : ℝ, 0 < p → p < 1 → 2 * (p - q) ^ 2 ≤ relEntropy p q := by
    intro p hp0 hp1
    obtain ⟨h, hh⟩ : ∃ h : ℝ → ℝ, h = fun y =>
        -p * log y + -(1 - p) * log (1 - y) - 2 * ((y - p) * (y - p)) := ⟨_, rfl⟩
    have hd : ∀ x, 0 < x → x < 1 →
        HasDerivAt h ((x - p) * (1 / (x * (1 - x)) - 4)) x := by
      intro x hx0 hx1
      have hx : x ≠ 0 := hx0.ne'
      have hx' : 1 - x ≠ 0 := by linarith
      have h1 := (Real.hasDerivAt_log hx).const_mul (-p)
      have h2 := (((hasDerivAt_id' x).const_sub 1).log hx').const_mul (-(1 - p))
      have h3 := (hasDerivAt_id' x).sub_const p
      rw [hh]
      refine ((h1.fun_add h2).fun_sub ((h3.fun_mul h3).const_mul 2)).congr_deriv ?_
      field_simp
      ring
    have hfac : ∀ x : ℝ, 0 < x → x < 1 → 0 ≤ 1 / (x * (1 - x)) - 4 := by
      intro x hx0 hx1
      have : 4 ≤ 1 / (x * (1 - x)) := by
        rw [le_div_iff₀ (mul_pos hx0 (by linarith))]
        nlinarith [sq_nonneg (2 * x - 1)]
      linarith
    have hle : h p ≤ h q := by
      rcases lt_trichotomy p q with hpq | hpq | hpq
      · obtain ⟨c, hc, hs⟩ := exists_hasDerivAt_eq_slope h _ hpq
          (fun x hx => (hd x (by linarith [hx.1]) (by linarith [hx.2])).continuousAt.continuousWithinAt)
          (fun x hx => hd x (by linarith [hx.1]) (by linarith [hx.2]))
        rw [eq_div_iff (by linarith)] at hs
        have h1 := mul_nonneg (mul_nonneg (sub_nonneg.mpr hc.1.le)
          (hfac c (by linarith [hc.1]) (by linarith [hc.2]))) (sub_nonneg.mpr hpq.le)
        linarith
      · rw [hpq]
      · obtain ⟨c, hc, hs⟩ := exists_hasDerivAt_eq_slope h _ hpq
          (fun x hx => (hd x (by linarith [hx.1]) (by linarith [hx.2])).continuousAt.continuousWithinAt)
          (fun x hx => hd x (by linarith [hx.1]) (by linarith [hx.2]))
        rw [eq_div_iff (by linarith)] at hs
        have h1 := mul_nonneg (mul_nonneg (sub_nonneg.mpr hc.2.le)
          (hfac c (by linarith [hc.1]) (by linarith [hc.2]))) (sub_nonneg.mpr hpq.le)
        linarith
    simp only [hh] at hle
    unfold relEntropy
    linarith
  -- empty and full levels follow by continuity in `p`
  have hc : Continuous fun p => relEntropy p q := by
    have e : (fun p => relEntropy p q) = fun p =>
        p * log p + (1 - p) * log (1 - p) - p * log q - (1 - p) * log (1 - q) := by
      funext p
      unfold relEntropy
      ring
    have c1 := Real.continuous_mul_log
    have c2 : Continuous fun p : ℝ => (1 - p) * log (1 - p) :=
      c1.comp (continuous_const.sub continuous_id)
    have c3 : Continuous fun p : ℝ => p * log q := by fun_prop
    have c4 : Continuous fun p : ℝ => (1 - p) * log (1 - q) := by fun_prop
    rw [e]
    exact ((c1.add c2).sub c3).sub c4
  have hcl : IsClosed {p : ℝ | 2 * (p - q) ^ 2 ≤ relEntropy p q} :=
    isClosed_le (by fun_prop) hc
  have hsub : closure (Set.Ioo (0 : ℝ) 1) ⊆ {p : ℝ | 2 * (p - q) ^ 2 ≤ relEntropy p q} :=
    closure_minimal (fun x hx => interior x hx.1 hx.2) hcl
  rw [closure_Ioo zero_ne_one] at hsub
  exact hsub ⟨hp0, hp1⟩

/-- The relative entropy of two occupations is at most their squared difference divided by
`q (1 - q)`, where `q` is the reference occupation. -/
theorem relEntropy_le {p q : ℝ} (hp0 : 0 ≤ p) (hp1 : p ≤ 1) (hq0 : 0 < q) (hq1 : q < 1) :
    relEntropy p q ≤ (p - q) ^ 2 / (q * (1 - q)) := by
  have aux : ∀ a b : ℝ, 0 ≤ a → 0 < b → a * (log a - log b) ≤ a * (a / b - 1) := by
    intro a b ha hb
    rcases eq_or_lt_of_le ha with h | h
    · simp [← h]
    · rw [← log_div h.ne' hb.ne']
      exact mul_le_mul_of_nonneg_left (Real.log_le_sub_one_of_pos (div_pos h hb)) ha
  have hq : q ≠ 0 := hq0.ne'
  have hq' : 1 - q ≠ 0 := by linarith
  have hsum : p * (p / q - 1) + (1 - p) * ((1 - p) / (1 - q) - 1)
      = (p - q) ^ 2 / (q * (1 - q)) := by
    field_simp
    ring
  unfold relEntropy
  linarith [aux p q hp0 hq0, aux (1 - p) (1 - q) (by linarith) (by linarith)]
```

## Non-negative weights let the levels add up

The $w_i$ are k-point weights, with any spin degeneracy included. Summing the level identity gives

$$F(p)-F(f)-\mu[N(p)-N(f)]=T\sum_i w_iD(p_i|f_i).$$

This is `freeEnergy_sub_eq`, and it holds for weights of any sign. Non-negativity enters when `grandPotential_gap` multiplies each level's inequality by $w_i$ and sums. A negative weight would reverse that level's inequality.

```lean
/-- The free-energy difference from the Fermi-Dirac occupations, less `μ` times the difference
in electron number, is the temperature times the weighted relative entropy. -/
theorem freeEnergy_sub_eq {T : ℝ} (hT : 0 < T) (μ : ℝ) (w e p : ι → ℝ) :
    freeEnergy T w e p - freeEnergy T w e (fun i => fermi T μ (e i))
      - μ * (electronNumber w p - electronNumber w (fun i => fermi T μ (e i)))
      = T * ∑ i, w i * relEntropy (p i) (fermi T μ (e i)) := by
  simp only [freeEnergy, electronNumber, ← Finset.sum_sub_distrib, Finset.mul_sum]
  refine Finset.sum_congr rfl fun i _ => ?_
  have h := fermi_logit hT μ (e i)
  simp only [relEntropy, occEntropy]
  linear_combination w i * (p i - fermi T μ (e i)) * h

/-- At fixed chemical potential, the grand potential of trial occupations exceeds that of the
Fermi-Dirac occupations by at least `2T` times the weighted squared occupation error. -/
theorem grandPotential_gap {T : ℝ} (hT : 0 < T) (μ : ℝ) (w e p : ι → ℝ)
    (hw : ∀ i, 0 ≤ w i) (hp : ∀ i, 0 ≤ p i ∧ p i ≤ 1) :
    2 * T * ∑ i, w i * (p i - fermi T μ (e i)) ^ 2 ≤
      freeEnergy T w e p - freeEnergy T w e (fun i => fermi T μ (e i))
        - μ * (electronNumber w p - electronNumber w (fun i => fermi T μ (e i))) := by
  rw [freeEnergy_sub_eq hT]
  have hs : ∑ i, w i * (2 * (p i - fermi T μ (e i)) ^ 2)
      ≤ ∑ i, w i * relEntropy (p i) (fermi T μ (e i)) :=
    Finset.sum_le_sum fun i _ => mul_le_mul_of_nonneg_left
      (two_sq_le_relEntropy (hp i).1 (hp i).2 (fermi_mem T μ (e i)).1 (fermi_mem T μ (e i)).2)
      (hw i)
  have h2 : ∑ i, w i * (2 * (p i - fermi T μ (e i)) ^ 2)
      = 2 * ∑ i, w i * (p i - fermi T μ (e i)) ^ 2 := by
    rw [Finset.mul_sum]
    exact Finset.sum_congr rfl fun i _ => by ring
  rw [h2] at hs
  linarith [mul_le_mul_of_nonneg_left hs hT.le]
```

## Equal electron number removes the chemical potential

The hypothesis `hN` says $N(p)=N(f)$, which removes the $\mu$ term and yields `mermin_gap`. Without it, a small change in electron number shifts $F$ by $\mu\,\delta N$ at first order, which can be negative; the grand-potential bound still holds. Here $\mu$ is given; finding one for a prescribed electron number is a separate problem.

If also $F(p)\le F(f)$, a single mismatch at positive weight would make the lower bound positive, a contradiction. So $p_i=f_i$ wherever $w_i>0$, as `mermin_minimizer_unique` states. Combining the identity with the upper bound on $D$ gives `mermin_error_le`:

$$F(p)-F(f)\le T\sum_i\frac{w_i(p_i-f_i)^2}{f_i(1-f_i)}.$$

In a plane-wave code with Fermi–Dirac smearing, $\mu$ is typically found by bisection on $N(f)$ after diagonalisation. If a solver instead updates occupations directly at fixed eigenvalues, $[F(p)-F(f)]/(2T)$ bounds its weighted squared occupation error, provided the electron numbers agree.

```lean
/-- At equal electron number, the Mermin free energy of trial occupations exceeds that of the
Fermi-Dirac occupations by at least `2T` times the weighted squared occupation error. -/
theorem mermin_gap {T : ℝ} (hT : 0 < T) (μ : ℝ) (w e p : ι → ℝ)
    (hw : ∀ i, 0 ≤ w i) (hp : ∀ i, 0 ≤ p i ∧ p i ≤ 1)
    (hN : electronNumber w p = electronNumber w (fun i => fermi T μ (e i))) :
    2 * T * ∑ i, w i * (p i - fermi T μ (e i)) ^ 2 ≤
      freeEnergy T w e p - freeEnergy T w e (fun i => fermi T μ (e i)) := by
  have h := grandPotential_gap hT μ w e p hw hp
  rw [hN, sub_self, mul_zero, sub_zero] at h
  exact h

/-- Trial occupations with the same electron number and no higher free energy than the
Fermi-Dirac ones agree with them on every level of positive weight. -/
theorem mermin_minimizer_unique {T : ℝ} (hT : 0 < T) (μ : ℝ) (w e p : ι → ℝ)
    (hw : ∀ i, 0 ≤ w i) (hp : ∀ i, 0 ≤ p i ∧ p i ≤ 1)
    (hN : electronNumber w p = electronNumber w (fun i => fermi T μ (e i)))
    (hF : freeEnergy T w e p ≤ freeEnergy T w e (fun i => fermi T μ (e i)))
    (i : ι) (hi : 0 < w i) : p i = fermi T μ (e i) := by
  by_contra hne
  have hgap := mermin_gap hT μ w e p hw hp hN
  have hpos : 0 < w i * (p i - fermi T μ (e i)) ^ 2 := by
    have := sub_ne_zero.mpr hne
    positivity
  have hle : w i * (p i - fermi T μ (e i)) ^ 2 ≤ ∑ j, w j * (p j - fermi T μ (e j)) ^ 2 :=
    Finset.single_le_sum (f := fun j => w j * (p j - fermi T μ (e j)) ^ 2)
      (fun j _ => mul_nonneg (hw j) (sq_nonneg _)) (Finset.mem_univ i)
  have := mul_pos (by positivity : 0 < 2 * T) (lt_of_lt_of_le hpos hle)
  linarith

/-- At equal electron number, the free-energy error is at most the temperature times the weighted
sum of squared occupation errors, each divided by `f (1 - f)` for the Fermi-Dirac occupation `f`. -/
theorem mermin_error_le {T : ℝ} (hT : 0 < T) (μ : ℝ) (w e p : ι → ℝ)
    (hw : ∀ i, 0 ≤ w i) (hp : ∀ i, 0 ≤ p i ∧ p i ≤ 1)
    (hN : electronNumber w p = electronNumber w (fun i => fermi T μ (e i))) :
    freeEnergy T w e p - freeEnergy T w e (fun i => fermi T μ (e i)) ≤
      T * ∑ i, w i * ((p i - fermi T μ (e i)) ^ 2
        / (fermi T μ (e i) * (1 - fermi T μ (e i)))) := by
  have h := freeEnergy_sub_eq hT μ w e p
  rw [hN, sub_self, mul_zero, sub_zero] at h
  rw [h]
  exact mul_le_mul_of_nonneg_left (Finset.sum_le_sum fun i _ => mul_le_mul_of_nonneg_left
    (relEntropy_le (hp i).1 (hp i).2 (fermi_mem T μ (e i)).1 (fermi_mem T μ (e i)).2)
    (hw i)) hT.le

end

end MerminFreeEnergy
```
```lean
#print axioms MerminFreeEnergy.mermin_gap
-- 'MerminFreeEnergy.mermin_gap' depends on axioms: [propext, Classical.choice, Quot.sound]
#print axioms MerminFreeEnergy.mermin_minimizer_unique
-- 'MerminFreeEnergy.mermin_minimizer_unique' depends on axioms: [propext, Classical.choice, Quot.sound]
#print axioms MerminFreeEnergy.mermin_error_le
-- 'MerminFreeEnergy.mermin_error_le' depends on axioms: [propext, Classical.choice, Quot.sound]
```
